# For constant PAW matrices, an absorber $-iW$ never adds charge if and only if $W$ is positive semidefinite

An electron driven out of a molecule reaches the edge of the simulation box and would reflect from a hard wall there, or re-enter on the other side of a periodic box. An absorbing potential near the edge removes it, and the lost norm is read as emitted charge. In the projector augmented-wave (PAW) method, an absorber that reaches into the augmentation spheres around the atoms has a local part and projector terms, and the projector terms can be negative. Does the assembled operator still only absorb?

Let $u(t)$ be the coefficient vector of one orbital in a finite basis, $S$ the positive definite overlap matrix, $H$ the Hermitian Hamiltonian matrix and $W$ the Hermitian absorber matrix, all constant in time. With $\hbar=1$ and $\langle x,y\rangle=x^\dagger y$, the equation of motion and the charge balance are

$$iSu'=(H-iW)u,\qquad \frac{d}{dt}\langle u,Su\rangle=-2\langle u,Wu\rangle .$$

The charge $\langle u,Su\rangle$ is nonincreasing along every solution if and only if $W$ is positive semidefinite.

## Reading lost norm as emitted charge

A real-time propagation code that reports $1-\langle u,Su\rangle$ as the ionised fraction of a normalised orbital assumes that the absorber is never a source. For constant matrices, this holds for all initial states exactly when the assembled $W$ has no negative eigenvalue. One run with decaying norm does not establish it, since that run may never visit the offending states.

The PAW absorber is $W=W_0+PDP^\dagger$. Here $W_0$ is the local part, the columns of $P$ represent the projector functions, and $D$ holds the strengths of the projector terms. In PAW these strengths are differences between all-electron and pseudo partial-wave matrix elements of the absorbing potential. They vanish for atoms whose augmentation spheres the potential does not reach. Where it does reach a sphere, $D$ can have negative eigenvalues even for a nonnegative absorbing potential. The criterion becomes

$$\langle x,W_0x\rangle+\langle P^\dagger x,DP^\dagger x\rangle\ge 0\quad\text{for all }x .$$

## Charge balance and the sign of $W$

Multiplying the equation of motion by $-i$ gives $Su'=-iHu-Wu$. Since $S$ is Hermitian and constant,

$$\frac{d}{dt}\langle u,Su\rangle=\langle u',Su\rangle+\langle u,Su'\rangle=2\,\mathrm{Re}\langle u,Su'\rangle .$$

Inserting $Su'$ gives

$$2\,\mathrm{Re}\langle u,Su'\rangle=2\,\mathrm{Re}\bigl(-i\langle u,Hu\rangle\bigr)-2\,\mathrm{Re}\langle u,Wu\rangle .$$

The first term vanishes because $\langle u,Hu\rangle$ is real. The second is $-2\langle u,Wu\rangle$ because $W$ is Hermitian.

If $W$ is positive semidefinite, the derivative is never positive and the charge cannot grow.

Conversely, suppose $\langle v,Wv\rangle<0$ for some $v$. Because $S$ is invertible, $u(t)=e^{tA}v$ with $A=-iS^{-1}(H-iW)$ solves the equation and starts at $v$. Its charge has slope $-2\langle v,Wv\rangle>0$ at $t=0$. The difference quotient is therefore positive for all sufficiently small $t>0$, and the charge exceeds its initial value there.

For the PAW form, $\langle x,PDP^\dagger x\rangle=\langle P^\dagger x,DP^\dagger x\rangle$ turns positivity of $W$ into the criterion above.

**One basis function.** With numbers $s>0$, $h$ and $w$ in place of the matrices, the charge is $s|u(0)|^2e^{-2wt/s}$. For $u(0)\ne0$ it decays if $w>0$, stays constant if $w=0$ and grows if $w<0$.

**Two basis functions.** Take $W_0=1$, $P=(1,0)^T$ and $D=-2$, so that $W=\mathrm{diag}(-1,1)$. Choose $S=\mathrm{diag}(2,1)$, $H=0$ and the normalised start $u(0)=(1/\sqrt2,0)^T$. Then $2u_1'=u_1$, so $u_1=e^{t/2}/\sqrt2$ and the charge is $2|u_1|^2=e^t$. The balance agrees: $-2\langle u,Wu\rangle=2|u_1|^2=e^t$.

## The Lean file

```lean
import Mathlib

open Matrix
open scoped ComplexOrder Topology

namespace PAWAbsorber

noncomputable section

variable {n m : Type*} [Fintype n] [Fintype m]

/-- The real part of `⟨u, A u⟩`. For the overlap matrix `A = S` it is the charge of `u`. -/
def expect (A : Matrix n n ℂ) (u : n → ℂ) : ℝ := (star u ⬝ᵥ A *ᵥ u).re

/-- The trajectory `u` solves `i S u' = (H - i W) u` at all times. -/
def IsSolution (S H W : Matrix n n ℂ) (u : ℝ → n → ℂ) : Prop :=
  ∀ t, ∃ u' : n → ℂ, HasDerivAt u u' t ∧
    Complex.I • (S *ᵥ u') = (H - Complex.I • W) *ᵥ u t

/-- A PAW operator: a local part `A` plus projector terms `P D P†`, where the columns of `P`
are the projector functions. -/
def pawOperator (A : Matrix n n ℂ) (P : Matrix n m ℂ) (D : Matrix m m ℂ) : Matrix n n ℂ :=
  A + P * D * Pᴴ

/-- For Hermitian `A`, exchanging the two vectors conjugates the matrix element. -/
theorem matrixElement_swap {A : Matrix n n ℂ} (hA : A.IsHermitian) (x y : n → ℂ) :
    star x ⬝ᵥ A *ᵥ y = star (star y ⬝ᵥ A *ᵥ x) := by
  have h : star (A *ᵥ y) ⬝ᵥ x = star y ⬝ᵥ A *ᵥ x := by
    rw [Matrix.star_mulVec, hA.eq, ← Matrix.dotProduct_mulVec]
  rw [← h]
  apply Matrix.star_dotProduct

/-- Product rule for the real part of `⟨u, A u⟩` at a time where the trajectory `u` is
differentiable, with `A` fixed in time. -/
theorem hasDerivAt_expect (A : Matrix n n ℂ) {u : ℝ → n → ℂ} {u' : n → ℂ} {t : ℝ}
    (hu : HasDerivAt u u' t) :
    HasDerivAt (fun s => expect A (u s))
      (star u' ⬝ᵥ A *ᵥ u t + star (u t) ⬝ᵥ A *ᵥ u').re t := by
  have hi : ∀ i, HasDerivAt (fun s => u s i) (u' i) t := hasDerivAt_pi.1 hu
  have hA : ∀ i, HasDerivAt (fun s => (A *ᵥ u s) i) ((A *ᵥ u') i) t := fun i => by
    simp only [Matrix.mulVec, dotProduct]
    exact HasDerivAt.fun_sum fun j _ => (hi j).const_mul (A i j)
  have h := HasDerivAt.fun_sum (u := Finset.univ) fun i _ => (hi i).star.fun_mul (hA i)
  have h2 := Complex.reCLM.hasFDerivAt.comp_hasDerivAt t h
  have h3 : HasDerivAt (fun s => expect A (u s)) _ t := h2
  exact h3.congr_deriv (by simp [dotProduct, Finset.sum_add_distrib])

/-- Charge balance: for Hermitian `S` and `H`, solutions of `i S u' = (H - i W) u` satisfy
`d⟨u, S u⟩/dt = -2 ⟨u, W u⟩`, in real parts. -/
theorem charge_balance {S H W : Matrix n n ℂ} (hS : S.IsHermitian) (hH : H.IsHermitian)
    {u : ℝ → n → ℂ} (hu : IsSolution S H W u) (t : ℝ) :
    HasDerivAt (fun s => expect S (u s)) (-2 * expect W (u t)) t := by
  obtain ⟨u', hd, heq⟩ := hu t
  -- solve the equation of motion for `S u'`
  have hSu : S *ᵥ u' = (-Complex.I) • (H *ᵥ u t) - W *ᵥ u t := by
    ext i
    have h := congrFun heq i
    simp only [Matrix.sub_mulVec, Matrix.smul_mulVec, Pi.smul_apply, Pi.sub_apply,
      smul_eq_mul] at h ⊢
    linear_combination (-Complex.I) * h + ((S *ᵥ u') i + (W *ᵥ u t) i) * Complex.I_sq
  -- the energy expectation value is real
  have hz : (star (u t) ⬝ᵥ H *ᵥ u t).im = 0 := by
    have h := congrArg Complex.im (matrixElement_swap hH (u t) (u t))
    rw [Complex.star_def, Complex.conj_im] at h
    linarith
  refine (hasDerivAt_expect S hd).congr_deriv ?_
  rw [matrixElement_swap hS u' (u t), hSu, dotProduct_sub, dotProduct_smul]
  simp only [Complex.add_re, Complex.star_def, Complex.conj_re, Complex.sub_re, smul_eq_mul,
    Complex.mul_re, Complex.neg_re, Complex.neg_im, Complex.I_re, Complex.I_im, hz, expect]
  ring

open scoped Matrix.Norms.Operator in
/-- For positive definite `S`, a solution starts from every initial vector. -/
theorem exists_solution [DecidableEq n] {S : Matrix n n ℂ} (hS : S.PosDef)
    (H W : Matrix n n ℂ) (v : n → ℂ) : ∃ u, IsSolution S H W u ∧ u 0 = v := by
  let A : Matrix n n ℂ := S⁻¹ * ((-Complex.I) • (H - Complex.I • W))
  have hSA : S * A = (-Complex.I) • (H - Complex.I • W) :=
    Matrix.mul_nonsing_inv_cancel_left S _ ((Matrix.isUnit_iff_isUnit_det S).1 hS.isUnit)
  -- applying a matrix to `v` is a continuous real-linear map of the matrix
  let L : Matrix n n ℂ →ₗ[ℝ] (n → ℂ) :=
    { toFun := fun M => M *ᵥ v
      map_add' := fun M N => Matrix.add_mulVec M N v
      map_smul' := fun c M => by
        ext i
        simp [Matrix.mulVec, dotProduct, Finset.mul_sum, mul_assoc] }
  refine ⟨fun t => NormedSpace.exp (t • A) *ᵥ v,
    fun t => ⟨(A * NormedSpace.exp (t • A)) *ᵥ v, ?_, ?_⟩, by simp⟩
  · exact (LinearMap.toContinuousLinearMap L).hasFDerivAt.comp_hasDerivAt t
      (hasDerivAt_exp_smul_const' A t)
  · have h : S *ᵥ ((A * NormedSpace.exp (t • A)) *ᵥ v) =
        (-Complex.I) • ((H - Complex.I • W) *ᵥ (NormedSpace.exp (t • A) *ᵥ v)) := by
      rw [Matrix.mulVec_mulVec, ← mul_assoc, hSA, smul_mul_assoc, Matrix.smul_mulVec,
        Matrix.mulVec_mulVec]
    rw [h, smul_smul]
    simp

/-- Charge creation: let `S` and `H` be Hermitian and let `u` solve `i S u' = (H - i W) u`. If
`⟨u, W u⟩` has negative real part at time zero, then the charge exceeds its initial value at all
sufficiently small positive times. -/
theorem charge_created {S H W : Matrix n n ℂ} (hS : S.IsHermitian) (hH : H.IsHermitian)
    {u : ℝ → n → ℂ} (hu : IsSolution S H W u) (hneg : expect W (u 0) < 0) :
    ∀ᶠ t in 𝓝[>] (0 : ℝ), expect S (u 0) < expect S (u t) := by
  have h := hasDerivAt_iff_tendsto_slope.1 (charge_balance hS hH hu 0)
  have hpos : 0 < -2 * expect W (u 0) := by linarith
  have hev := (h.eventually (lt_mem_nhds hpos)).filter_mono
    (nhdsWithin_mono (0 : ℝ) fun t (ht : 0 < t) => ht.ne')
  filter_upwards [hev, self_mem_nhdsWithin] with t hs ht
  have ht' : (0 : ℝ) < t := ht
  rw [slope_def_field, sub_zero, lt_div_iff₀ ht'] at hs
  linarith

/-- For positive definite `S` and Hermitian `H` and `W`, the charge `⟨u, S u⟩` is nonincreasing
in time along every solution if and only if `W` is positive semidefinite. -/
theorem charge_antitone_iff [DecidableEq n] {S H W : Matrix n n ℂ} (hS : S.PosDef)
    (hH : H.IsHermitian) (hW : W.IsHermitian) :
    (∀ u, IsSolution S H W u → Antitone fun t => expect S (u t)) ↔ W.PosSemidef := by
  constructor
  · intro h
    refine Matrix.posSemidef_iff_dotProduct_mulVec.2 ⟨hW, fun v => ?_⟩
    have hre : 0 ≤ expect W v := by
      by_contra hv
      -- a state with negative absorption would gain charge
      obtain ⟨u, hu, h0⟩ := exists_solution hS H W v
      have hneg : expect W (u 0) < 0 := by rw [h0]; exact not_le.1 hv
      obtain ⟨t, hlt, ht⟩ :=
        ((charge_created hS.isHermitian hH hu hneg).and self_mem_nhdsWithin).exists
      exact not_lt_of_ge (h u hu (le_of_lt ht)) hlt
    have him := congrArg Complex.im (matrixElement_swap hW v v)
    rw [Complex.star_def, Complex.conj_im] at him
    rw [Complex.le_def]
    exact ⟨hre, by rw [Complex.zero_im]; linarith⟩
  · intro h u hu
    have hb := charge_balance hS.isHermitian hH hu
    refine antitone_of_deriv_nonpos (fun t => (hb t).differentiableAt) fun t => ?_
    have hp : 0 ≤ expect W (u t) := (Complex.le_def.1 (h.dotProduct_mulVec_nonneg (u t))).1
    rw [(hb t).deriv]
    linarith

/-- The expectation value of a PAW operator is that of its local part plus that of `D` in the
vector of projections `P† x`. -/
theorem expect_pawOperator (A : Matrix n n ℂ) (P : Matrix n m ℂ) (D : Matrix m m ℂ)
    (x : n → ℂ) : expect (pawOperator A P D) x = expect A x + expect D (Pᴴ *ᵥ x) := by
  unfold expect pawOperator
  rw [Matrix.add_mulVec, dotProduct_add, Complex.add_re, Matrix.star_mulVec,
    Matrix.conjTranspose_conjTranspose, ← Matrix.dotProduct_mulVec]
  simp only [Matrix.mulVec_mulVec, Matrix.mul_assoc]

/-- For positive definite `S` and Hermitian `H`, `W₀` and `D`, the absorber `W₀ + P D P†` never
lets the charge grow if and only if `⟨x, W₀ x⟩ + ⟨P† x, D P† x⟩ ≥ 0` for every `x`. -/
theorem paw_charge_antitone_iff [DecidableEq n] {S H W₀ : Matrix n n ℂ} {D : Matrix m m ℂ}
    (P : Matrix n m ℂ) (hS : S.PosDef) (hH : H.IsHermitian) (hW : W₀.IsHermitian)
    (hD : D.IsHermitian) :
    (∀ u, IsSolution S H (pawOperator W₀ P D) u → Antitone fun t => expect S (u t)) ↔
      ∀ x, 0 ≤ expect W₀ x + expect D (Pᴴ *ᵥ x) := by
  have hP : (pawOperator W₀ P D).IsHermitian := by
    unfold Matrix.IsHermitian pawOperator
    simp only [Matrix.conjTranspose_add, Matrix.conjTranspose_mul,
      Matrix.conjTranspose_conjTranspose, hW.eq, hD.eq, Matrix.mul_assoc]
  rw [charge_antitone_iff hS hH hP, Matrix.posSemidef_iff_dotProduct_mulVec]
  simp only [← expect_pawOperator]
  refine ⟨fun h x => (Complex.le_def.1 (h.2 x)).1, fun h => ⟨hP, fun x => ?_⟩⟩
  have him := congrArg Complex.im (matrixElement_swap hP x x)
  rw [Complex.star_def, Complex.conj_im] at him
  rw [Complex.le_def]
  exact ⟨h x, by rw [Complex.zero_im]; linarith⟩

/-- Two basis states with local absorber `1` and one projector term of strength `-2` on the first
state: for every positive definite `S` and Hermitian `H`, the charge of some solution fails to be
nonincreasing. -/
theorem projector_term_creates_charge {S H : Matrix (Fin 2) (Fin 2) ℂ} (hS : S.PosDef)
    (hH : H.IsHermitian) :
    ¬ ∀ u, IsSolution S H (pawOperator 1 !![1; 0] !![-2]) u →
      Antitone fun t => expect S (u t) := by
  intro h
  have hD : (!![-2] : Matrix (Fin 1) (Fin 1) ℂ).IsHermitian := by
    ext i j
    fin_cases i
    fin_cases j
    simp
  have hx := (paw_charge_antitone_iff _ hS hH Matrix.isHermitian_one hD).1 h ![1, 0]
  norm_num [expect, Matrix.mulVec, dotProduct, Fin.sum_univ_succ] at hx

end

end PAWAbsorber
```

```lean
#print axioms PAWAbsorber.paw_charge_antitone_iff
#print axioms PAWAbsorber.projector_term_creates_charge
```

```
'PAWAbsorber.paw_charge_antitone_iff' depends on axioms: [propext, Classical.choice, Quot.sound]
'PAWAbsorber.projector_term_creates_charge' depends on axioms: [propext, Classical.choice, Quot.sound]
```

## Lean objects and the lemmas behind the equivalence

The finite types `n` and `m` label basis functions and projectors. `expect A u` is the real part of $\langle u,Au\rangle$, without division by the norm; `expect S u` is the charge. `IsSolution S H W u` requires a derivative and the equation of motion at every real time. `pawOperator W₀ P D` is the absorber; its `D` is not the nonlocal strength matrix of the Hamiltonian, which often carries the same letter. `Antitone` means nonincreasing.

- `matrixElement_swap` supplies the reality of Hermitian expectation values, and `hasDerivAt_expect` is the product rule, taken component by component.
- `charge_balance` solves for $Su'$ with `linear_combination` and removes the energy term. It needs only $S$ and $H$ Hermitian; for general $W$ the balance holds with the real part.
- `exists_solution` differentiates the matrix exponential, so the statement about all solutions reaches every initial vector.
- `charge_created` turns the positive slope into actual growth just after time zero.
- `charge_antitone_iff` combines these: a nonpositive derivative gives one direction, and a contradiction with `charge_created` gives the other.
- `expect_pawOperator` moves $P$ across the inner product, and `paw_charge_antitone_iff` restates the equivalence as the PAW criterion.
- `projector_term_creates_charge` evaluates that criterion at $x=(1,0)^T$, where it would require $1-2\ge0$. The two-state absorber therefore fails for every positive definite $S$ and Hermitian $H$.

## Constant matrices, continuous time

The equivalence is guaranteed for any finite basis and any Hermitian $W$, however it was assembled. Positive definiteness of $S$ is assumed; physically, it says that every nonzero coefficient vector carries positive norm. $D$ is an arbitrary Hermitian matrix, not one computed from partial waves, and the strength $-2$ is chosen for illustration.

The step left to the user is the one from constant matrices to a production run, where $H$ follows the density or a laser field and $S$ changes if the atoms move. The theorems also describe the exact solution in continuous time, so they give no bound on the norm error of a time-stepping scheme.
